# Canonical commutators force the fields in the acceleration to commute with position

Which forces can act on a particle whose positions and velocities satisfy $[x_j,v_k]=i\delta_{jk}$? An algebraic answer needs a meaning for "a field that depends on position alone", and the one chosen here is an operator that commutes with every $x_j$. For a spinless particle in the Schrödinger representation, such an operator is multiplication by a function of position. That last identification comes from the representation and doesn't follow from the hypotheses below.

Units have $\hbar=m=1$, and the charge is absorbed into the fields. The operators live in a complex algebra $A$ with unit, with no Hilbert space or self-adjointness assumed. The type `ι` labels the coordinates.

```lean
import Mathlib

open Complex (I)

namespace FeynmanFields

noncomputable section

variable {ι A : Type*} [Ring A] [Algebra ℂ A]
```

## Fields built from velocities

The magnetic field enters as the failure of velocities to commute,
$$F_{jk}=-i[v_j,v_k].$$
In three dimensions, minimal coupling $v=p-qA(x)$, with $A$ here the vector potential, gives $F_{12}=qB_3$ and its cyclic versions.

```lean
/-- The field strength `F_jk = -i [v_j, v_k]` of the velocities `v`. -/
def fieldStrength (v : ι → A) (j k : ι) : A := (-I) • ⁅v j, v k⁆
```

Time evolution is a complex-linear map $D$ on the algebra. Subtracting the symmetrized magnetic force from the acceleration leaves
$$E_k=Dv_k-\tfrac12\sum_l(F_{kl}v_l+v_lF_{kl}).$$
The sum requires finitely many coordinates, hence `Fintype ι`. What Lean calls `electricField` is the electric force per unit mass.

```lean
/-- The electric field `E_k = D v_k - (1/2) ∑_l (F_kl v_l + v_l F_kl)`: the acceleration
minus the symmetrized magnetic force. -/
def electricField [Fintype ι] (D : A →ₗ[ℂ] A) (v : ι → A) (k : ι) : A :=
  D (v k) - (1 / 2 : ℂ) • ∑ l, (fieldStrength v k l * v l + v l * fieldStrength v k l)
```

For a function $f$ of position, $[v_l,f]=-i\,\partial_l f$. This suggests a definition for every element of the algebra: $\partial_l f=i[v_l,f]$.

```lean
/-- The spatial derivative `∂_l f = i [v_l, f]`. -/
def grad (v : ι → A) (l : ι) (f : A) : A := I • ⁅v l, f⁆
```

The total derivative of a field along the motion contains a convective part. Removing it, symmetrized, defines the explicit time derivative
$$\partial_t f=Df-\tfrac12\sum_l(\partial_l f\,v_l+v_l\,\partial_l f).$$

```lean
/-- The explicit time derivative: the total derivative `D f` minus the symmetrized
convective term `(1/2) ∑_l (∂_l f v_l + v_l ∂_l f)`. -/
def timeDeriv [Fintype ι] (D : A →ₗ[ℂ] A) (v : ι → A) (f : A) : A :=
  D f - (1 / 2 : ℂ) • ∑ l, (grad v l f * v l + v l * grad v l f)
```

## Both fields commute with the positions

The hypothesis `h` is the canonical relation $[x_j,v_k]=i\delta_{jk}$, which expresses canonical quantization with the same unit mass in every direction. The positions are not assumed to commute with each other. By the Jacobi identity,
$$[x_l,[v_j,v_k]]=[[x_l,v_j],v_k]+[v_j,[x_l,v_k]]=0,$$
because both inner commutators are scalars. Hence $[x_l,F_{jk}]=0$. In the code, `noncomm_ring` proves the identity and `h` then turns the inner commutators into scalars.

```lean
/-- If `[x_j, v_k] = i δ_jk`, the field strength commutes with every position. -/
theorem commute_fieldStrength [DecidableEq ι] {x v : ι → A}
    (h : ∀ j k, ⁅x j, v k⁆ = (if j = k then I else 0) • (1 : A)) (l j k : ι) :
    Commute (x l) (fieldStrength v j k) := by
  -- Jacobi identity: both inner commutators are scalars
  have e : ⁅x l, ⁅v j, v k⁆⁆ = ⁅⁅x l, v j⁆, v k⁆ + ⁅v j, ⁅x l, v k⁆⁆ := by
    simp only [Ring.lie_def]
    noncomm_ring
  rw [h, h] at e
  simp only [Ring.lie_def, smul_mul_assoc, mul_smul_comm, one_mul, mul_one, sub_self,
    add_zero] at e
  unfold fieldStrength
  rw [Ring.lie_def]
  exact Commute.smul_right (sub_eq_zero.mp e) (-I)
```

Now let $D$ obey the Leibniz rule (`hD`) and let $Dx_j=v_j$ (`hx`). From $D1=D(1\cdot1)=2\,D1$ we get $D1=0$, so differentiating the canonical relation gives
$$0=[v_j,v_k]+[x_j,Dv_k],\qquad [x_j,Dv_k]=[v_k,v_j]=iF_{kj}.$$

```lean
/-- For a derivation `D` with `D x_j = v_j` and `[x_j, v_k] = i δ_jk`, the acceleration
obeys `[x_j, D v_k] = i F_kj`. -/
theorem position_acceleration [DecidableEq ι] {D : A →ₗ[ℂ] A} {x v : ι → A}
    (hD : ∀ a b, D (a * b) = D a * b + a * D b) (hx : ∀ j, D (x j) = v j)
    (h : ∀ j k, ⁅x j, v k⁆ = (if j = k then I else 0) • (1 : A)) (j k : ι) :
    ⁅x j, D (v k)⁆ = I • fieldStrength v k j := by
  have h1 : D 1 = 0 := by simpa using hD 1 1
  -- differentiate the canonical relation
  have key : D ⁅x j, v k⁆ = 0 := by rw [h, map_smul, h1, smul_zero]
  simp only [Ring.lie_def, map_sub, hD, hx] at key
  have hI : I * -I = 1 := by simp
  rw [fieldStrength, smul_smul, hI, one_smul, Ring.lie_def, Ring.lie_def]
  linear_combination (norm := noncomm_ring) key
```

A symmetrized force has a commutator of the same kind. If each $G_l$ commutes with $x_j$, then
$$[x_j,G_lv_l+v_lG_l]=G_l[x_j,v_l]+[x_j,v_l]G_l=2i\delta_{jl}G_l.$$
Half the sum over $l$ is $iG_j$. The auxiliary fact `t` is this termwise identity, and `Finset.sum_ite_eq` collapses the Kronecker delta.

```lean
/-- If `[x_j, v_k] = i δ_jk` and the coefficients `G_l` commute with `x_j`, the symmetrized
force `(1/2) ∑_l (G_l v_l + v_l G_l)` has commutator `i G_j` with `x_j`. -/
theorem position_symmetrized [Fintype ι] [DecidableEq ι] {x v : ι → A}
    (h : ∀ j k, ⁅x j, v k⁆ = (if j = k then I else 0) • (1 : A)) (j : ι) (G : ι → A)
    (hG : ∀ l, Commute (x j) (G l)) :
    ⁅x j, (1 / 2 : ℂ) • ∑ l, (G l * v l + v l * G l)⁆ = I • G j := by
  have t : ∀ l, x j * (G l * v l + v l * G l) - (G l * v l + v l * G l) * x j
      = (2 * if j = l then I else 0) • G l := by
    intro l
    have h' := h j l
    rw [Ring.lie_def] at h'
    have e : x j * (G l * v l + v l * G l) - (G l * v l + v l * G l) * x j
        = G l * (x j * v l - v l * x j) + (x j * v l - v l * x j) * G l
          + (x j * G l - G l * x j) * v l + v l * (x j * G l - G l * x j) := by
      noncomm_ring
    rw [e, h', sub_eq_zero.mpr (hG l).eq]
    simp only [mul_smul_comm, smul_mul_assoc, mul_one, one_mul, zero_mul, mul_zero, add_zero]
    module
  rw [Ring.lie_def, mul_smul_comm, smul_mul_assoc, ← smul_sub, Finset.mul_sum,
    Finset.sum_mul, ← Finset.sum_sub_distrib, Finset.sum_congr rfl (fun l _ => t l)]
  simp only [mul_ite, mul_zero, ite_smul, zero_smul, Finset.sum_ite_eq, Finset.mem_univ,
    if_true]
  module
```

Setting $G_l=F_{kl}$, which is allowed by the first step, gives
$$[x_j,E_k]=iF_{kj}-iF_{kj}=0.$$
The theorem thus states that all $F_{jk}$ and all $E_k$ commute with all positions. In quantum mechanics this restricts the velocity dependence of the force on a nonrelativistic particle with these commutators to the magnetic form.

With a single coordinate, $F_{00}=0$ and $E_0=Dv_0$, so the acceleration itself commutes with $x_0$. Friction $Dv_0=-\gamma v_0$ with $\gamma\neq0$ would give $[x_0,Dv_0]=-i\gamma$, and is excluded in any nonzero algebra.

```lean
/-- For a derivation `D` with `D x_j = v_j` and `[x_j, v_k] = i δ_jk`, all `F_jk` and all `E_k`
commute with every position. -/
theorem feynman_fields [Fintype ι] [DecidableEq ι] {D : A →ₗ[ℂ] A} {x v : ι → A}
    (hD : ∀ a b, D (a * b) = D a * b + a * D b) (hx : ∀ j, D (x j) = v j)
    (h : ∀ j k, ⁅x j, v k⁆ = (if j = k then I else 0) • (1 : A)) :
    (∀ l j k, Commute (x l) (fieldStrength v j k)) ∧
      ∀ j k, Commute (x j) (electricField D v k) := by
  refine ⟨commute_fieldStrength h, fun j k => ?_⟩
  -- acceleration and magnetic force have the same commutator with `x j`
  have cancel : ∀ S : A, ⁅x j, S⁆ = I • fieldStrength v k j →
      Commute (x j) (D (v k) - S) := by
    intro S hS
    have e := (position_acceleration hD hx h j k).trans hS.symm
    rw [Ring.lie_def, Ring.lie_def] at e
    change x j * (D (v k) - S) = (D (v k) - S) * x j
    linear_combination (norm := noncomm_ring) e
  exact cancel _ (position_symmetrized h j _ fun l => commute_fieldStrength h j k l)
```

## The splitting of the force is unique

Suppose that
$$Dv_k=E'_k+\tfrac12\sum_l(G_{kl}v_l+v_lG_{kl}),$$
with all $E'_k$ and $G_{kl}$ commuting with the positions. Taking the commutator with $x_l$ removes $E'_k$ and leaves $iG_{kl}=iF_{kl}$. So $G=F$, and subtraction gives $E'=E$. The proof compares the two preceding commutator formulas and multiplies by $-i$.

```lean
/-- Let `D` be a derivation with `D x_j = v_j` and `[x_j, v_k] = i δ_jk`. If
`D v_k = E'_k + (1/2) ∑_l (G_kl v_l + v_l G_kl)` with all `E'_k` and `G_kl` commuting with the
positions, then `G = F` and `E' = E`. -/
theorem fields_unique [Fintype ι] [DecidableEq ι] {D : A →ₗ[ℂ] A} {x v : ι → A}
    (hD : ∀ a b, D (a * b) = D a * b + a * D b) (hx : ∀ j, D (x j) = v j)
    (h : ∀ j k, ⁅x j, v k⁆ = (if j = k then I else 0) • (1 : A))
    (G : ι → ι → A) (E' : ι → A) (hG : ∀ j k l, Commute (x j) (G k l))
    (hE : ∀ j k, Commute (x j) (E' k))
    (force : ∀ k, D (v k) = E' k + (1 / 2 : ℂ) • ∑ l, (G k l * v l + v l * G k l)) :
    (∀ k l, G k l = fieldStrength v k l) ∧ ∀ k, E' k = electricField D v k := by
  have c : ∀ a : A, (-I) • (I • a) = a := fun a => by rw [smul_smul]; simp
  have hGF : ∀ k l, G k l = fieldStrength v k l := by
    intro k l
    -- the commutator with `x l` reads off the coefficient of `v l`
    have e := position_acceleration hD hx h l k
    have s := position_symmetrized h l (G k) (hG l k)
    rw [Ring.lie_def] at e s
    rw [force k, mul_add, add_mul, (hE l k).eq, add_sub_add_left_eq_sub, s] at e
    rw [← c (G k l), e, c]
  refine ⟨hGF, fun k => ?_⟩
  rw [electricField, force k]
  simp only [hGF, add_sub_cancel_right]
```

## Faraday's law

Write $S_m=\sum_l(F_{ml}v_l+v_lF_{ml})$, so that $Dv_m=E_m+\tfrac12S_m$. The Leibniz rule gives
$$DF_{jk}=i[v_k,Dv_j]-i[v_j,Dv_k]
=\partial_kE_j-\partial_jE_k+\tfrac i2\big([v_k,S_j]-[v_j,S_k]\big).$$
The last term is the convective one. Since $iF_{jl}=[v_j,v_l]$, the contribution of each $l$ to $i[v_k,S_j]-i[v_j,S_k]$ is
$$[v_k,[v_j,v_l^2]]-[v_j,[v_k,v_l^2]]=[v_l^2,[v_j,v_k]]
=\partial_lF_{jk}\,v_l+v_l\,\partial_lF_{jk}.$$
Therefore $\partial_tF_{jk}=\partial_kE_j-\partial_jE_k$. Lean checks the termwise identity in `key` by expanding the products, and `module` collects the rest. The canonical relation isn't used here; it matters for reading `grad` as a spatial derivative.

This way of obtaining the fields from commutators is due to Feynman, and it yields both homogeneous Maxwell equations. The other one, the absence of magnetic charge, follows from the Jacobi identity for three velocities and isn't proved here.

```lean
/-- Faraday's law `∂_t F_jk = ∂_k E_j - ∂_j E_k`, for any derivation `D` and any
velocities `v`. -/
theorem faraday [Fintype ι] {D : A →ₗ[ℂ] A} (v : ι → A)
    (hD : ∀ a b, D (a * b) = D a * b + a * D b) (j k : ι) :
    timeDeriv D v (fieldStrength v j k)
      = grad v k (electricField D v j) - grad v j (electricField D v k) := by
  let S : ι → A := fun m => ∑ l, (fieldStrength v m l * v l + v l * fieldStrength v m l)
  -- the convective term balances the magnetic forces, term by term
  have key : ∑ l, (grad v l (fieldStrength v j k) * v l + v l * grad v l (fieldStrength v j k))
      = I • (v k * S j - S j * v k) - I • (v j * S k - S k * v j) := by
    simp only [S, Finset.mul_sum, Finset.sum_mul, ← Finset.sum_sub_distrib, Finset.smul_sum]
    refine Finset.sum_congr rfl fun l _ => ?_
    simp only [grad, fieldStrength, Ring.lie_def, mul_smul_comm, smul_mul_assoc,
      ← smul_add, ← smul_sub, smul_smul]
    congr 1
    noncomm_ring
  have hE : ∀ m, electricField D v m = D (v m) - (1 / 2 : ℂ) • S m := fun _ => rfl
  have hF : D (fieldStrength v j k)
      = (-I) • (D (v j) * v k + v j * D (v k) - (D (v k) * v j + v k * D (v j))) := by
    simp only [fieldStrength, Ring.lie_def, map_smul, map_sub, hD]
  rw [timeDeriv, key, hF, hE, hE]
  generalize S j = Sj
  generalize S k = Sk
  simp only [grad, Ring.lie_def, mul_sub, sub_mul, mul_smul_comm, smul_mul_assoc]
  module
```

## A charge in a uniform magnetic field

Finite matrices of nonzero size can't satisfy $[x_0,v_0]=i$, since the trace of a commutator vanishes. Differential operators on polynomials in two variables can. Nonzero polynomials aren't square-integrable over the plane, so they serve here to realize the operator relations and aren't physical states of the charge.

```lean
/-- Operators on polynomials in two variables. -/
abbrev PlaneOp := Module.End ℂ (MvPolynomial (Fin 2) ℂ)
```

Position $x_j$ multiplies by the variable $X_j$.

```lean
/-- Position in the plane: multiplication by the variable `X_j`. -/
def planeX (j : Fin 2) : PlaneOp := LinearMap.mulLeft ℂ (MvPolynomial.X j)
```

Momentum is $p_k=-i\partial_k$.

```lean
/-- Canonical momentum in the plane, `-i ∂_k`. -/
def planeP (k : Fin 2) : PlaneOp := (-I) • (MvPolynomial.pderiv k).toLinearMap
```

For a real field $b$, take $v_0=p_0$ and $v_1=p_1-bx_0$.

```lean
/-- Velocities `v_0 = p_0` and `v_1 = p_1 - b x_0`. -/
def planeV (b : ℝ) (k : Fin 2) : PlaneOp :=
  planeP k - (if k = 1 then (b : ℂ) else 0) • planeX 0
```

The Hamiltonian is the kinetic energy $H=\tfrac12(v_0^2+v_1^2)$.

```lean
/-- The kinetic energy `(1/2) ∑_l v_l²`. -/
def planeH (b : ℝ) : PlaneOp := (1 / 2 : ℂ) • ∑ l, planeV b l * planeV b l
```

It generates the Heisenberg evolution $Da=i[H,a]$.

```lean
/-- The Heisenberg time derivative `a ↦ i [H, a]`. -/
def planeD (b : ℝ) : PlaneOp →ₗ[ℂ] PlaneOp :=
  I • (LinearMap.mulLeft ℂ (planeH b) - LinearMap.mulRight ℂ (planeH b))
```

The product rule $\partial_k(X_jf)=X_j\partial_kf+\delta_{jk}f$ gives $[x_j,p_k]=i\delta_{jk}$.

```lean
/-- In the plane, `[x_j, p_k] = i δ_jk`. -/
theorem planeX_planeP (j k : Fin 2) :
    planeX j * planeP k - planeP k * planeX j = (if j = k then I else 0) • (1 : PlaneOp) := by
  refine LinearMap.ext fun f => ?_
  have e : MvPolynomial.pderiv k (MvPolynomial.X j * f)
      = MvPolynomial.X j * MvPolynomial.pderiv k f + (if j = k then f else 0) := by
    rw [Derivation.leibniz, MvPolynomial.pderiv_X]
    by_cases h : j = k <;> simp [h]
  change MvPolynomial.X j * ((-I) • MvPolynomial.pderiv k f)
    - (-I) • MvPolynomial.pderiv k (MvPolynomial.X j * f) = (if j = k then I else 0) • f
  rw [e, mul_smul_comm]
  split_ifs <;> module
```

Since the positions commute here, subtracting $bx_0$ leaves $[x_j,v_k]=i\delta_{jk}$. A commutator with $H$ obeys the Leibniz rule, and
$$i[H,x_j]=\tfrac i2\sum_l\big(v_l[v_l,x_j]+[v_l,x_j]v_l\big)=v_j.$$
Finally, $[p_0,p_1]=0$ gives $F_{01}=ib[p_0,x_0]=b$. The auxiliary facts `ccr`, `leib`, `vel` and `field` carry out these four computations.

```lean
/-- The plane operators `planeX`, `planeV b`, `planeD b` satisfy the Leibniz rule,
`D x_j = v_j` and `[x_j, v_k] = i δ_jk`, with uniform field strength `F_01 = b`. -/
theorem feynman_fields_witness (b : ℝ) :
    (∀ a c, planeD b (a * c) = planeD b a * c + a * planeD b c) ∧
    (∀ j, planeD b (planeX j) = planeV b j) ∧
    (∀ j k, ⁅planeX j, planeV b k⁆ = (if j = k then I else 0) • (1 : PlaneOp)) ∧
    fieldStrength (planeV b) 0 1 = (b : ℂ) • (1 : PlaneOp) := by
  have ccr : ∀ j k, planeX j * planeV b k - planeV b k * planeX j
      = (if j = k then I else 0) • (1 : PlaneOp) := by
    intro j k
    have hxx : planeX j * planeX 0 = planeX 0 * planeX j := by
      refine LinearMap.ext fun f => ?_
      change MvPolynomial.X j * (MvPolynomial.X 0 * f)
        = MvPolynomial.X 0 * (MvPolynomial.X j * f)
      ring
    simp only [planeV, mul_sub, sub_mul, mul_smul_comm, smul_mul_assoc]
    rw [hxx, ← planeX_planeP j k]
    abel
  -- a commutator with `H` is a derivation, in any complex algebra
  have leib : ∀ (R : Type) [Ring R] [Algebra ℂ R] (H a c : R),
      I • (H * (a * c) - a * c * H) = I • (H * a - a * H) * c + a * I • (H * c - c * H) := by
    intro R _ _ H a c
    simp only [smul_mul_assoc, mul_smul_comm, ← smul_add]
    congr 1
    noncomm_ring
  -- the kinetic energy generates the velocity
  have vel : ∀ (R : Type) [Ring R] [Algebra ℂ R] (v : Fin 2 → R) (y : R) (j : Fin 2),
      (∀ l, y * v l - v l * y = (if j = l then I else 0) • (1 : R)) →
      I • (((1 / 2 : ℂ) • ∑ l, v l * v l) * y - y * ((1 / 2 : ℂ) • ∑ l, v l * v l))
        = v j := by
    intro R _ _ v y j h
    have t : ∀ l, v l * v l * y - y * (v l * v l)
        = (-2 * if j = l then I else 0) • v l := by
      intro l
      have e : v l * v l * y - y * (v l * v l)
          = -(v l * (y * v l - v l * y)) - (y * v l - v l * y) * v l := by
        noncomm_ring
      rw [e, h, mul_smul_comm, smul_mul_assoc, mul_one, one_mul]
      module
    rw [smul_mul_assoc, mul_smul_comm, ← smul_sub, Finset.sum_mul, Finset.mul_sum,
      ← Finset.sum_sub_distrib, Finset.sum_congr rfl (fun l _ => t l)]
    simp only [mul_ite, mul_zero, ite_smul, zero_smul, Finset.sum_ite_eq, Finset.mem_univ,
      if_true]
    have hI : I * (1 / 2) * (-2 * I) = 1 := by linear_combination -Complex.I_mul_I
    rw [smul_smul, smul_smul, hI, one_smul]
  refine ⟨fun a c => ?_, fun j => ?_, fun j k => by rw [Ring.lie_def, ccr], ?_⟩
  · exact leib PlaneOp (planeH b) a c
  · exact vel PlaneOp (planeV b) (planeX j) j (ccr j)
  · -- partial derivatives commute, so only the vector potential contributes
    have hd : ⁅MvPolynomial.pderiv (R := ℂ) (0 : Fin 2),
        MvPolynomial.pderiv (R := ℂ) (1 : Fin 2)⁆ = 0 := by
      refine MvPolynomial.derivation_ext fun i => ?_
      fin_cases i <;>
        simp [Derivation.commutator_apply, MvPolynomial.pderiv_X]
    have hp : planeP 0 * planeP 1 - planeP 1 * planeP 0 = 0 := by
      refine LinearMap.ext fun f => ?_
      have h2 : MvPolynomial.pderiv (0 : Fin 2) (MvPolynomial.pderiv (1 : Fin 2) f)
          - MvPolynomial.pderiv (1 : Fin 2) (MvPolynomial.pderiv (0 : Fin 2) f) = 0 := by
        rw [← Derivation.commutator_apply, hd]
        rfl
      change (-I) • MvPolynomial.pderiv (0 : Fin 2) ((-I) • MvPolynomial.pderiv (1 : Fin 2) f)
        - (-I) • MvPolynomial.pderiv (1 : Fin 2) ((-I) • MvPolynomial.pderiv (0 : Fin 2) f) = 0
      simp only [Derivation.map_smul, ← smul_sub, h2, smul_zero]
    have c := planeX_planeP 0 0
    rw [if_pos rfl] at c
    have hv0 : planeV b 0 = planeP 0 := by simp [planeV]
    have hv1 : planeV b 1 = planeP 1 - (b : ℂ) • planeX 0 := by simp [planeV]
    have field : ∀ (R : Type) [Ring R] [Algebra ℂ R] (p q y : R) (β : ℂ),
        p * q - q * p = 0 → y * p - p * y = I • (1 : R) →
        (-I) • (p * (q - β • y) - (q - β • y) * p) = β • (1 : R) := by
      intro R _ _ p q y β hpq hyp
      have e : p * (q - β • y) - (q - β • y) * p = (β * I) • (1 : R) := by
        simp only [mul_sub, sub_mul, mul_smul_comm, smul_mul_assoc]
        linear_combination (norm := module) hpq + β • hyp
      rw [e, smul_smul]
      congr 1
      linear_combination (-β) * Complex.I_mul_I
    rw [fieldStrength, Ring.lie_def, hv0, hv1]
    exact field PlaneOp (planeP 0) (planeP 1) (planeX 0) b hp c

end

end FeynmanFields
```

Take $b=2$ and act on the constant polynomial $1$. Then $v_0v_1\,1=-i\partial_0(-2X_0)=2i$ and $v_1v_0\,1=0$, so $F_{01}\,1=-i\cdot2i=2$. The accelerations are $Dv_0=2v_1$ and $Dv_1=-2v_0$. They equal the magnetic force, so $E_0=E_1=0$.

```lean
#print axioms FeynmanFields.commute_fieldStrength
-- 'FeynmanFields.commute_fieldStrength' depends on axioms: [propext, Classical.choice, Quot.sound]
#print axioms FeynmanFields.feynman_fields
-- 'FeynmanFields.feynman_fields' depends on axioms: [propext, Classical.choice, Quot.sound]
#print axioms FeynmanFields.fields_unique
-- 'FeynmanFields.fields_unique' depends on axioms: [propext, Classical.choice, Quot.sound]
#print axioms FeynmanFields.faraday
-- 'FeynmanFields.faraday' depends on axioms: [propext, Classical.choice, Quot.sound]
```
